# The normal modes of a free harmonic chain are cosines

Equal masses lie on a line, each joined to the next by an identical spring, and neither end is attached to a wall. If the chain is disturbed along its length, which patterns of motion keep their shape while they oscillate, and at what frequencies? Since nothing holds the chain in place, it can also drift as a whole, and one pattern should have frequency zero.

## Cosines that fit both ends

Number the masses $n=0,\dots,N-1$, with $N\ge 1$, and let $x_n$ be the displacement of mass $n$ from equilibrium. With unit masses and spring constants, Newton's equation is $\ddot x=-Kx$, where

$$(Kx)_m=(x_m-x_{m+1})+(x_m-x_{m-1}),$$

and a term is omitted if its spring does not exist. The matrix $K$, called the force matrix here, is the matrix of force constants; the force itself is $-Kx$. A motion $x(t)=u\cos\omega t$ requires $Ku=\omega^2u$. The claim is that the vectors

$$u^{(j)}_n=\cos\frac{\pi j(n+\frac12)}{N},\qquad j=0,\dots,N-1,$$

are nonzero, mutually orthogonal eigenvectors with eigenvalues $\lambda_j=4\sin^2\frac{\pi j}{2N}$, exactly one of which is zero, and that every eigenvector is a multiple of one of them.

**The eigenvalue equation.** Put $a=\pi j/(2N)$, so that $u_n=\cos((2n+1)a)$, and use this formula also at the fictitious sites $n=-1$ and $n=N$. At the left end, $u_{-1}=\cos(-a)=u_0$. At the right end,

$$u_N=\cos(\pi j+a)=(-1)^j\cos a=\cos(\pi j-a)=u_{N-1}.$$

The missing spring terms would therefore be zero anyway, and both terms may be written at every mass. With $\theta=(2m+1)a$,

$$(Ku)_m=2\cos\theta-\cos(\theta+2a)-\cos(\theta-2a)=2(1-\cos 2a)\cos\theta=4\sin^2 a\,\cos\theta .$$

**Distinct eigenvalues.** For $0\le j<N$ the angle $\pi j/(2N)$ lies in $[0,\pi/2)$, where the sine is nonnegative and strictly increasing. Hence $\lambda_0<\lambda_1<\dots<\lambda_{N-1}$. Since $\lambda_0=0$, no other eigenvalue vanishes. The pattern $u^{(0)}=(1,\dots,1)$ is the translation of the whole chain.

**Orthogonality.** $K$ is symmetric, so $\lambda_i\,u^{(i)}\!\cdot u^{(j)}=(Ku^{(i)})\cdot u^{(j)}=u^{(i)}\!\cdot(Ku^{(j)})=\lambda_j\,u^{(i)}\!\cdot u^{(j)}$. For $i\ne j$ the eigenvalues differ, and the dot product is zero.

**No pattern vanishes.** The first component is $\cos(\pi j/(2N))>0$ for $j<N$.

**Completeness.** Let $C$ be the square matrix with rows $u^{(j)}$. Then $CC^{T}$ is diagonal with the positive entries $u^{(j)}\!\cdot u^{(j)}$, so $(\det C)^2\neq0$, and a vector orthogonal to all patterns is zero. Now let $Kv=\mu v$ with $v\ne0$. Some $u^{(j)}$ has $u^{(j)}\!\cdot v\neq0$, which forces $\mu=\lambda_j$, and $v$ is orthogonal to all the other patterns. Subtracting from $v$ its component along $u^{(j)}$ leaves a vector orthogonal to every pattern, hence zero. So $v$ is a multiple of $u^{(j)}$.

The squared lengths are $N$ for $j=0$ and $N/2$ otherwise, so the normalised patterns carry the factors $1/\sqrt N$ and $\sqrt{2/N}$.

## Three masses released from rest

For $N=3$ the eigenvalues are $0,1,3$, with patterns proportional to $(1,1,1)$, $(1,0,-1)$ and $(1,-2,1)$. Suppose the first mass is displaced by one unit and the chain is released from rest. Each coefficient is the dot product of a pattern with $(1,0,0)$, divided by the squared length of the pattern: $\frac13$, $\frac12$, $\frac16$. The motion is

$$x(t)=\tfrac13(1,1,1)+\tfrac12\cos t\,(1,0,-1)+\tfrac16\cos(\sqrt3\,t)\,(1,-2,1).$$

A normal-mode analysis of a molecule projects displacements in the same way, with mass-weighted coordinates. When this one-dimensional harmonic chain is quantised, each mode with $\omega_j=\sqrt{\lambda_j}>0$ becomes an independent oscillator with level spacing $\hbar\omega_j$, and the zero mode becomes free motion of the centre of mass.

## The chain as a matrix in Lean

```lean
import Mathlib

open Matrix
open scoped Real

namespace FreeChainVibrations

noncomputable section
```

The diagonal entry of the force matrix is the number of springs on a mass: two inside the chain, one at an end, and none if the chain is a single mass.

```lean
/-- The number of springs attached to mass `m` in a free chain of `N` masses, for `m < N`. -/
def springs (N m : ℕ) : ℝ := (if 0 < m then 1 else 0) + (if m + 1 < N then 1 else 0)

/-- The force matrix of a free chain of `N` unit masses joined by unit springs: the number of
attached springs on the diagonal, and `-1` between neighbours. -/
def forceMatrix (N : ℕ) : Matrix (Fin N) (Fin N) ℝ := fun m n =>
  (if (n : ℕ) = m then springs N m else 0)
    - (if (n : ℕ) = m + 1 then 1 else 0) - (if (m : ℕ) = n + 1 then 1 else 0)
```

The indices run over `Fin N`, the numbers $0,\dots,N-1$, as in the derivation. The entries are real numbers in units where mass and spring constant are one; for mass $M$ and spring constant $k$ the squared frequencies are multiplied by $k/M$.

```lean
/-- The displacement pattern `cos (π j (n + 1/2) / N)` of the masses `n = 0, …, N - 1`,
for `N ≥ 1`. -/
def mode (N j : ℕ) : Fin N → ℝ := fun n => Real.cos (π * j * (((n : ℕ) : ℝ) + 1 / 2) / N)

/-- The squared angular frequency `4 sin² (π j / (2 N))`, for `N ≥ 1`. -/
def freqSq (N j : ℕ) : ℝ := 4 * Real.sin (π * j / (2 * N)) ^ 2

/-- The square matrix whose rows are the patterns `j = 0, …, N - 1`. -/
def modeMatrix (N : ℕ) : Matrix (Fin N) (Fin N) ℝ := fun j n => mode N j n
```

Here `mode N j` is $u^{(j)}$, not normalised, `freqSq N j` is $\lambda_j$, and `modeMatrix N` is $C$. Calling $\lambda_j$ a squared frequency relies on Newton's equation, the step from the matrix to a moving chain: the theorems concern $K$ alone and contain no time.

## Springs and their energy

In the code `*ᵥ` applies a matrix to a vector, `⬝ᵥ` is the dot product and `•` multiplies by a number. The first theorem recovers the spring-by-spring formula for $(Kx)_m$ from the entries. The auxiliary facts `pick` and `left` reduce each sum over the chain to a single term, or to zero where the neighbour does not exist, and `split_ifs` goes through the cases of end and interior masses.

```lean
/-- The force matrix adds, for each spring attached to mass `m`, the displacement of `m`
relative to the neighbour at the other end. -/
theorem forceMatrix_mulVec (N : ℕ) (x : ℕ → ℝ) (m : Fin N) :
    (forceMatrix N *ᵥ fun n : Fin N => x n) m =
      (if (m : ℕ) + 1 < N then x m - x (m + 1) else 0)
        + (if 0 < (m : ℕ) then x m - x (m - 1) else 0) := by
  obtain ⟨m, hm⟩ := m
  have pick : ∀ k : ℕ, ∑ n : Fin N, (if (n : ℕ) = k then x n else 0)
      = if k < N then x k else 0 := by
    intro k
    rw [Fin.sum_univ_eq_sum_range (fun n => if n = k then x n else 0) N]
    simp [Finset.sum_ite_eq']
  have left : ∑ n : Fin N, (if m = (n : ℕ) + 1 then x n else 0)
      = if 0 < m then x (m - 1) else 0 := by
    rcases m with _ | k
    · simp
    · have e : ∑ n : Fin N, (if k + 1 = (n : ℕ) + 1 then x n else 0)
          = ∑ n : Fin N, (if (n : ℕ) = k then x n else 0) :=
        Finset.sum_congr rfl fun n _ => if_congr (by omega) rfl rfl
      rw [e, pick k, if_pos (show k < N by omega), if_pos (show 0 < k + 1 by omega),
        Nat.add_sub_cancel]
  have key : (forceMatrix N *ᵥ fun n : Fin N => x n) ⟨m, hm⟩ =
      springs N m * (∑ n : Fin N, (if (n : ℕ) = m then x n else 0))
        - (∑ n : Fin N, (if (n : ℕ) = m + 1 then x n else 0))
        - ∑ n : Fin N, (if m = (n : ℕ) + 1 then x n else 0) := by
    rw [Finset.mul_sum, ← Finset.sum_sub_distrib, ← Finset.sum_sub_distrib]
    simp only [Matrix.mulVec, dotProduct, forceMatrix]
    refine Finset.sum_congr rfl fun n _ => ?_
    split_ifs <;> ring
  rw [key, pick m, pick (m + 1), left, if_pos hm]
  simp only [springs]
  split_ifs <;> ring
```

The next theorem ties the matrix to the potential energy. It takes a chain of `M + 1` masses, which has `M` springs, and here `M` is a count, not a mass. The two sums, over right and left springs, each lose one end term; pairing the rest gives $x_b(x_b-x_{b+1})+x_{b+1}(x_{b+1}-x_b)=(x_{b+1}-x_b)^2$.

```lean
/-- The quadratic form of the force matrix is the sum of the squared spring extensions,
twice the potential energy of the chain. -/
theorem twice_potential_energy (M : ℕ) (x : ℕ → ℝ) :
    (fun n : Fin (M + 1) => x n) ⬝ᵥ (forceMatrix (M + 1) *ᵥ fun n : Fin (M + 1) => x n)
      = ∑ b ∈ Finset.range M, (x (b + 1) - x b) ^ 2 := by
  simp only [dotProduct, forceMatrix_mulVec (M + 1) x]
  rw [Fin.sum_univ_eq_sum_range (fun m => x m * ((if m + 1 < M + 1 then x m - x (m + 1) else 0)
    + (if 0 < m then x m - x (m - 1) else 0))) (M + 1)]
  simp only [mul_add, Finset.sum_add_distrib]
  -- the last mass has no right spring, the first mass no left spring
  rw [Finset.sum_range_succ, Finset.sum_range_succ']
  simp only [lt_irrefl, if_false, mul_zero, add_zero]
  rw [← Finset.sum_add_distrib]
  refine Finset.sum_congr rfl fun m hm => ?_
  have hm' := Finset.mem_range.1 hm
  rw [if_pos (show m + 1 < M + 1 by omega), if_pos (show 0 < m + 1 by omega),
    Nat.add_sub_cancel]
  ring
```

## The eigenvalue equation at every mass

The facts `R` and `L` treat the right and left spring terms. In each, the first case is an existing spring, and the second is the end of the chain, where the reflection makes the added term zero. The closing `calc` is the cosine identity. The equation holds for every natural number `j`, but at $j=N$ the pattern is the zero vector, so the restriction $j<N$ enters later.

```lean
/-- Each cosine pattern satisfies the eigenvalue equation of the force matrix with the
value `4 sin² (π j / (2 N))`. -/
theorem forceMatrix_mode (N j : ℕ) :
    forceMatrix N *ᵥ mode N j = freqSq N j • mode N j := by
  obtain ⟨a, ha⟩ : ∃ a : ℝ, a = π * j / (2 * N) := ⟨_, rfl⟩
  have hmode : mode N j = fun n : Fin N => Real.cos ((2 * ((n : ℕ) : ℝ) + 1) * a) := by
    ext n
    simp only [mode]
    congr 1
    rw [ha]
    ring
  rw [hmode]
  ext ⟨m, hm⟩
  have hN : (2 * (N : ℝ)) ≠ 0 := by
    have : (N : ℝ) ≠ 0 := Nat.cast_ne_zero.2 (by omega)
    positivity
  have hNa : a * (2 * N) = π * j := (eq_div_iff hN).mp ha
  -- right end: the pattern is even about the point half a spacing beyond the last mass
  have R : (if m + 1 < N then Real.cos ((2 * (m : ℝ) + 1) * a)
        - Real.cos ((2 * ((m + 1 : ℕ) : ℝ) + 1) * a) else 0)
      = Real.cos ((2 * (m : ℝ) + 1) * a) - Real.cos ((2 * (m : ℝ) + 1) * a + 2 * a) := by
    split_ifs with h
    · have e : (2 * ((m + 1 : ℕ) : ℝ) + 1) * a = (2 * (m : ℝ) + 1) * a + 2 * a := by
        push_cast
        ring
      rw [e]
    · have e : (m : ℝ) + 1 = N := by exact_mod_cast (show m + 1 = N by omega)
      have e1 : (2 * (m : ℝ) + 1) * a = j * π - a := by linear_combination hNa + 2 * a * e
      have e2 : (2 * (m : ℝ) + 1) * a + 2 * a = j * π + a := by
        linear_combination hNa + 2 * a * e
      rw [e2, e1, Real.cos_sub, Real.cos_add, Real.sin_nat_mul_pi]
      ring
  -- left end: the same reflection about the point half a spacing before the first mass
  have L : (if 0 < m then Real.cos ((2 * (m : ℝ) + 1) * a)
        - Real.cos ((2 * ((m - 1 : ℕ) : ℝ) + 1) * a) else 0)
      = Real.cos ((2 * (m : ℝ) + 1) * a) - Real.cos ((2 * (m : ℝ) + 1) * a - 2 * a) := by
    split_ifs with h
    · have e : (2 * ((m - 1 : ℕ) : ℝ) + 1) * a = (2 * (m : ℝ) + 1) * a - 2 * a := by
        rw [Nat.cast_sub (show 1 ≤ m from h), Nat.cast_one]
        ring
      rw [e]
    · have m0 : (m : ℝ) = 0 := by exact_mod_cast (show m = 0 by omega)
      have e1 : (2 * (m : ℝ) + 1) * a = a := by rw [m0]; ring
      have e2 : a - 2 * a = -a := by ring
      rw [e1, e2, Real.cos_neg, sub_self]
  have h := forceMatrix_mulVec N (fun n : ℕ => Real.cos ((2 * (n : ℝ) + 1) * a)) ⟨m, hm⟩
  simp only [Pi.smul_apply, smul_eq_mul]
  calc _ = _ := h
    _ = (Real.cos ((2 * (m : ℝ) + 1) * a) - Real.cos ((2 * (m : ℝ) + 1) * a + 2 * a))
        + (Real.cos ((2 * (m : ℝ) + 1) * a) - Real.cos ((2 * (m : ℝ) + 1) * a - 2 * a)) :=
      congrArg₂ (· + ·) R L
    _ = freqSq N j * Real.cos ((2 * (m : ℝ) + 1) * a) := by
      unfold freqSq
      rw [← ha, Real.cos_add, Real.cos_sub, Real.cos_two_mul]
      linear_combination (-4 * Real.cos ((2 * (m : ℝ) + 1) * a)) * Real.sin_sq_add_cos_sq a
```

## Distinct frequencies, orthogonal patterns

The strict order of the eigenvalues comes from the monotonicity of the sine on $[-\pi/2,\pi/2]$ together with its sign, which allows the inequality to be squared.

```lean
/-- The squared frequencies increase strictly with the mode number `j` for `j < N`. -/
theorem freqSq_lt {N i j : ℕ} (hij : i < j) (hj : j < N) : freqSq N i < freqSq N j := by
  have hN : (0 : ℝ) < N := Nat.cast_pos.2 (by omega)
  have hjN : (j : ℝ) < N := Nat.cast_lt.2 hj
  have hlt : π * i / (2 * N) < π * j / (2 * N) := by gcongr
  have htop : π * j / (2 * N) ≤ π / 2 := by
    rw [div_le_iff₀ (by positivity)]
    nlinarith [mul_pos Real.pi_pos (sub_pos.2 hjN)]
  have h0 : 0 ≤ π * i / (2 * N) := by positivity
  have hs := Real.sin_lt_sin_of_lt_of_le_pi_div_two (by linarith [Real.pi_pos]) htop hlt
  have hs0 := Real.sin_nonneg_of_nonneg_of_le_pi h0 (by linarith [Real.pi_pos])
  unfold freqSq
  nlinarith

theorem freqSq_ne {N : ℕ} {i j : Fin N} (hij : i ≠ j) : freqSq N i ≠ freqSq N j := by
  rcases lt_or_gt_of_ne hij with h | h
  · exact (freqSq_lt h j.2).ne
  · exact (freqSq_lt h i.2).ne'
```

In the orthogonality lemma `a` and `b` are eigenvalues, and `a` is no longer the angle used above. The fact `hsymm` is the symmetry of $K$, and `h2` is the relation $(a-b)\,u\cdot v=0$.

```lean
/-- Eigenvectors of the force matrix with different eigenvalues are orthogonal. -/
theorem orthogonal_of_ne {N : ℕ} {u v : Fin N → ℝ} {a b : ℝ}
    (hu : forceMatrix N *ᵥ u = a • u) (hv : forceMatrix N *ᵥ v = b • v) (hab : a ≠ b) :
    u ⬝ᵥ v = 0 := by
  -- action equals reaction: the force matrix is symmetric
  have hsymm : (forceMatrix N)ᵀ = forceMatrix N := by
    ext m n
    simp only [Matrix.transpose_apply, forceMatrix]
    by_cases h : m = n
    · subst h
      rfl
    · have h1 : (m : ℕ) ≠ n := fun e => h (Fin.ext e)
      rw [if_neg h1, if_neg h1.symm]
      ring
  have h : u ⬝ᵥ (forceMatrix N *ᵥ v) = (forceMatrix N *ᵥ u) ⬝ᵥ v := by
    rw [Matrix.dotProduct_mulVec, ← Matrix.mulVec_transpose, hsymm]
  simp only [hu, hv, dotProduct_smul, smul_dotProduct, smul_eq_mul] at h
  have h2 : (a - b) * (u ⬝ᵥ v) = 0 := by linear_combination -h
  exact (mul_eq_zero.mp h2).resolve_left (sub_ne_zero.2 hab)

/-- For `j < N` the cosine pattern is not the zero displacement. -/
theorem mode_ne_zero {N j : ℕ} (hj : j < N) : mode N j ≠ 0 := by
  intro h
  have hN : (0 : ℝ) < N := Nat.cast_pos.2 (by omega)
  have hjN : (j : ℝ) < N := Nat.cast_lt.2 hj
  -- the first mass always moves
  have hpos : 0 < Real.cos (π * j * (((0 : ℕ) : ℝ) + 1 / 2) / N) := by
    apply Real.cos_pos_of_mem_Ioo
    constructor
    · have : 0 ≤ π * j * (((0 : ℕ) : ℝ) + 1 / 2) / N := by positivity
      linarith [Real.pi_pos]
    · rw [div_lt_iff₀ hN, Nat.cast_zero]
      nlinarith [mul_pos Real.pi_pos (sub_pos.2 hjN)]
  exact hpos.ne' (congrFun h ⟨0, by omega⟩)
```

The last lemma evaluates the pattern at the first mass, where the cosine is positive.

## The normal modes, and no others

The main theorem collects these results for every $N\ge1$. Its three parts say that each pattern is a nonzero eigenvector with the stated eigenvalue, that different patterns are orthogonal, and, through `∃!`, that exactly one `j` has $\lambda_j=0$. For $N=1$ the force matrix is zero and the only mode is the translation.

```lean
/-- **Normal modes of the free chain.** For `N ≥ 1` the `N` cosine patterns are nonzero, mutually
orthogonal eigenvectors of the force matrix with eigenvalues `4 sin² (π j / (2 N))`, and exactly
one `j` has eigenvalue zero. -/
theorem free_chain_normal_modes (N : ℕ) (hN : 0 < N) :
    (∀ j : Fin N, mode N j ≠ 0 ∧ forceMatrix N *ᵥ mode N j = freqSq N j • mode N j) ∧
    (∀ i j : Fin N, i ≠ j → mode N i ⬝ᵥ mode N j = 0) ∧
    ∃! j : Fin N, freqSq N j = 0 := by
  refine ⟨fun j => ⟨mode_ne_zero j.2, forceMatrix_mode N j⟩, fun i j hij =>
    orthogonal_of_ne (forceMatrix_mode N i) (forceMatrix_mode N j) (freqSq_ne hij), ?_⟩
  have z : freqSq N ((⟨0, hN⟩ : Fin N) : ℕ) = 0 := by simp [freqSq]
  refine ⟨⟨0, hN⟩, z, fun j hj => ?_⟩
  have hj' : freqSq N j = 0 := hj
  by_contra hne
  exact freqSq_ne hne (hj'.trans z.symm)
```

Completeness begins with the determinant argument: `hC` says that $CC^T$ is diagonal, and `hdet` that $\det C\ne0$.

```lean
/-- A displacement orthogonal to all `N` cosine patterns is zero. -/
theorem eq_zero_of_orthogonal {N : ℕ} (v : Fin N → ℝ)
    (h : ∀ j : Fin N, mode N j ⬝ᵥ v = 0) : v = 0 := by
  have hC : modeMatrix N * (modeMatrix N)ᵀ
      = Matrix.diagonal (fun j : Fin N => mode N j ⬝ᵥ mode N j) := by
    ext i j
    by_cases hij : i = j
    · subst hij
      rw [Matrix.diagonal_apply_eq]
      rfl
    · rw [Matrix.diagonal_apply_ne _ hij]
      exact orthogonal_of_ne (forceMatrix_mode N i) (forceMatrix_mode N j) (freqSq_ne hij)
  have hdet : (modeMatrix N).det ≠ 0 := by
    intro h0
    have h1 := congrArg Matrix.det hC
    rw [Matrix.det_mul, h0, zero_mul, Matrix.det_diagonal] at h1
    exact Finset.prod_ne_zero_iff.2
      (fun j _ hj => mode_ne_zero j.2 (dotProduct_self_eq_zero.1 hj)) h1.symm
  exact Matrix.eq_zero_of_mulVec_eq_zero hdet (funext h)
```

In the final theorem `μ` is the eigenvalue of an arbitrary eigenvector `v`. The proof selects a pattern that overlaps with `v`, identifies the eigenvalues, and shows that `v` minus its projection is orthogonal to all patterns. The spectrum is therefore exactly the list $\lambda_0,\dots,\lambda_{N-1}$, with one independent pattern for each value.

```lean
/-- Every eigenvector of the force matrix is a multiple of one of the `N` cosine patterns and
has the eigenvalue of that pattern. -/
theorem normal_modes_complete {N : ℕ} {v : Fin N → ℝ} {μ : ℝ} (hv : v ≠ 0)
    (h : forceMatrix N *ᵥ v = μ • v) :
    ∃ j : Fin N, μ = freqSq N j ∧ ∃ c : ℝ, v = c • mode N j := by
  obtain ⟨j, hj⟩ : ∃ j : Fin N, mode N j ⬝ᵥ v ≠ 0 := by
    by_contra hc
    exact hv (eq_zero_of_orthogonal v fun j => by_contra fun hj => hc ⟨j, hj⟩)
  have hμ : freqSq N j = μ := by
    by_contra hne
    exact hj (orthogonal_of_ne (forceMatrix_mode N j) h hne)
  have hjj : mode N j ⬝ᵥ mode N j ≠ 0 := fun h0 =>
    mode_ne_zero j.2 (dotProduct_self_eq_zero.1 h0)
  refine ⟨j, hμ.symm, (mode N j ⬝ᵥ v) / (mode N j ⬝ᵥ mode N j), ?_⟩
  -- after removing the component along mode `j`, nothing is left
  apply sub_eq_zero.1
  apply eq_zero_of_orthogonal
  intro i
  rw [dotProduct_sub, dotProduct_smul, smul_eq_mul]
  by_cases hij : i = j
  · rw [hij, div_mul_cancel₀ _ hjj, sub_self]
  · have hi : freqSq N i ≠ μ := fun e => freqSq_ne hij (e.trans hμ.symm)
    rw [orthogonal_of_ne (forceMatrix_mode N i) h hi,
      orthogonal_of_ne (forceMatrix_mode N i) (forceMatrix_mode N j) (freqSq_ne hij),
      mul_zero, sub_zero]

end

end FreeChainVibrations
```

```lean
#print axioms FreeChainVibrations.twice_potential_energy
-- 'FreeChainVibrations.twice_potential_energy' depends on axioms: [propext, Classical.choice, Quot.sound]
#print axioms FreeChainVibrations.free_chain_normal_modes
-- 'FreeChainVibrations.free_chain_normal_modes' depends on axioms: [propext, Classical.choice, Quot.sound]
#print axioms FreeChainVibrations.normal_modes_complete
-- 'FreeChainVibrations.normal_modes_complete' depends on axioms: [propext, Classical.choice, Quot.sound]
```
